# Equal voltages characterise the optimal charge split for differentiable, strictly convex energies on the real line

## Does equal voltage single out the best split?

Let \(f(a)\) and \(g(b)\) be the energies (at finite temperature, the free energies) of two electrode components holding charges \(a\) and \(b\), with \(a+b=q\) fixed. I call \(f'(a)\) and \(g'(b)\) their voltages. This sign fits charge counted in the direction of oxidation. If charge counts inserted lithium instead, the measured voltage is minus the derivative, up to a reference constant common to both components, and equality of voltages is unaffected. If both energies are differentiable and strictly convex on \(\mathbb R\), I expect \(f(a)+g(q-a)\) to be minimal exactly when \(f'(a)=g'(q-a)\), and for at most one \(a\). Can this be made rigorous and machine-checked, preferably for any finite number of components?

## Tangent lines and charge transfers

Yes. Let component \(i\) hold charge \(x_i\) at energy \(E_i(x_i)\), with \(\sum_i x_i=q\) and total energy \(\sum_i E_i(x_i)\).

**Tangents.** Take \(f\) differentiable and strictly convex. For \(a<b\), the secant slope from \(a\) to \(s\) increases strictly with \(s\) and tends to \(f'(a)\) as \(s\downarrow a\), so \(f'(a)<(f(b)-f(a))/(b-a)\). For \(b<a\), the secant slope from \(b\) to \(a\) is likewise less than \(f'(a)\). Clearing denominators gives, in both cases,
\[
f(b)>f(a)+f'(a)(b-a)\qquad(b\ne a).
\]
Adding this to the same inequality with \(a\) and \(b\) exchanged gives \((f'(b)-f'(a))(b-a)>0\): voltage rises strictly with charge.

**Optimal implies equal voltages.** Let \(x\) be optimal and \(\sum_i d_i=0\). The function \(\varphi(t)=\sum_i E_i(x_i+td_i)\) has a minimum at \(t=0\), since every \(x+td\) carries charge \(q\). Hence
\[
0=\varphi'(0)=\sum_i E_i'(x_i)\,d_i .
\]
For two different components \(i,j\), choose \(d_i=1\), \(d_j=-1\) and all other entries zero. Then \(E_i'(x_i)=E_j'(x_j)\).

**Equal voltages imply optimal.** Let all voltages at \(x\) equal \(V\), and let \(y\ne x\) carry the same charge. Summing the tangent inequalities, strict wherever \(y_i\ne x_i\), gives
\[
\sum_i E_i(y_i)>\sum_i E_i(x_i)+V\sum_i(y_i-x_i)=\sum_i E_i(x_i).
\]
So \(x\) is optimal and every other split costs more, which also gives uniqueness.

**Charging.** Compare optimal splits at \(q<q'\), with voltages \(V,V'\). If \(V'\le V\), monotonicity would give \(x'_i\le x_i\) for all \(i\), hence \(q'\le q\), a contradiction. So \(V<V'\), and every component gains charge.

## What is assumed about the blend

In Lean, the finite type `ι` labels the components, `E i` is an energy function, and `deriv (E i) (x i)` is its voltage. `IsOptimalSplit E q x` says that `x` carries charge `q` and has least energy among all real splits of `q`; `AtVoltage E V x` says that every component sits at `V`.

`optimal_iff_equal_voltage` states the equivalence and uniqueness for any finite number of components whose energies are differentiable and strictly convex on \(\mathbb R\), and `two_component_blend` is your version. `charging_raises_every_component` makes the same assumptions on the energies and also assumes an optimal split at each of the two charges.

The energies are additive, so components do not interact, and charges are unbounded, so there are no capacity limits. For equilibrium simulations of such an idealised blend, solving for a common voltage together with \(\sum_i x_i=q\) can replace constrained minimisation, whenever a solution exists.

Existence is not guaranteed. For \(e^a+e^{-b}\) with \(b=q-a\), the energy is \(e^a+e^{a-q}\), which falls whenever \(a\) is lowered by 1. `no_optimal_split_example` records this.

Strictness matters too. With \(f(a)=V_0a\) and \(g(b)=V_0b\), two flat voltage plateaus, the energy is \(V_0q\) for every split, so uniqueness fails.

```lean
import Mathlib

open Finset

namespace BlendedElectrode

variable {ι : Type*} [Fintype ι]

/-- Total energy of a blend whose component `i` holds the charge `x i`. -/
def blendEnergy (E : ι → ℝ → ℝ) (x : ι → ℝ) : ℝ := ∑ i, E i (x i)

/-- The split `x` carries the total charge `q` and has the least energy among all such splits. -/
def IsOptimalSplit (E : ι → ℝ → ℝ) (q : ℝ) (x : ι → ℝ) : Prop :=
  ∑ i, x i = q ∧ ∀ y : ι → ℝ, ∑ i, y i = q → blendEnergy E x ≤ blendEnergy E y

/-- Every component has the voltage `V`, the derivative of its energy with respect to charge. -/
def AtVoltage (E : ι → ℝ → ℝ) (V : ℝ) (x : ι → ℝ) : Prop :=
  ∀ i, deriv (E i) (x i) = V

/-- A differentiable strictly convex energy lies strictly above its tangent line
away from the point of contact. -/
theorem tangent_lt {f : ℝ → ℝ} (hf : Differentiable ℝ f)
    (hc : StrictConvexOn ℝ Set.univ f) {a b : ℝ} (hab : b ≠ a) :
    f a + deriv f a * (b - a) < f b := by
  rcases lt_or_gt_of_ne hab with h | h
  · have h1 := hc.slope_lt_of_hasDerivAt (Set.mem_univ b) (Set.mem_univ a) h (hf a).hasDerivAt
    rw [slope_def_field, div_lt_iff₀ (sub_pos.mpr h)] at h1
    linarith
  · have h1 := hc.lt_slope_of_hasDerivAt (Set.mem_univ a) (Set.mem_univ b) h (hf a).hasDerivAt
    rw [slope_def_field, lt_div_iff₀ (sub_pos.mpr h)] at h1
    linarith

/-- The voltage of a component with differentiable, strictly convex energy increases strictly with
its charge. -/
theorem voltage_strictMono {f : ℝ → ℝ} (hf : Differentiable ℝ f)
    (hc : StrictConvexOn ℝ Set.univ f) : StrictMono (deriv f) := by
  intro a b hab
  have h1 := tangent_lt hf hc hab.ne'
  have h2 := tangent_lt hf hc hab.ne
  by_contra h
  have h3 := mul_nonneg (sub_nonneg.mpr (not_lt.mp h)) (sub_pos.mpr hab).le
  linarith

/-- For differentiable energies, the first-order energy change at an optimal split vanishes for
every redistribution `d` that conserves the total charge. -/
theorem first_order_change_eq_zero {E : ι → ℝ → ℝ} (hE : ∀ i, Differentiable ℝ (E i))
    {q : ℝ} {x : ι → ℝ} (hx : IsOptimalSplit E q x) (d : ι → ℝ) (hd : ∑ i, d i = 0) :
    ∑ i, deriv (E i) (x i) * d i = 0 := by
  have hder : HasDerivAt (fun t : ℝ => ∑ i, E i (x i + t * d i))
      (∑ i, deriv (E i) (x i) * d i) 0 := by
    apply HasDerivAt.fun_sum
    intro k _
    have h1 : HasDerivAt (fun t : ℝ => x k + t * d k) (d k) 0 := by
      simpa using ((hasDerivAt_id' (0 : ℝ)).mul_const (d k)).const_add (x k)
    have h2 : HasDerivAt (E k) (deriv (E k) (x k)) (x k + 0 * d k) := by
      rw [zero_mul, add_zero]
      exact (hE k (x k)).hasDerivAt
    exact HasDerivAt.comp (h := fun t : ℝ => x k + t * d k) (0 : ℝ) h2 h1
  -- the energy along the redistribution is least at the optimal split
  have hmin : IsLocalMin (fun t : ℝ => ∑ i, E i (x i + t * d i)) 0 := by
    refine Filter.Eventually.of_forall fun t => ?_
    have h := hx.2 (fun i => x i + t * d i) (by
      rw [Finset.sum_add_distrib, ← Finset.mul_sum, hd, hx.1, mul_zero, add_zero])
    simpa [blendEnergy] using h
  exact hmin.hasDerivAt_eq_zero hder

/-- For differentiable, strictly convex energies, a split with a common voltage has strictly less
energy than any other split of the same total charge. -/
theorem energy_lt_of_atVoltage {E : ι → ℝ → ℝ} (hE : ∀ i, Differentiable ℝ (E i))
    (hc : ∀ i, StrictConvexOn ℝ Set.univ (E i)) {V : ℝ} {x y : ι → ℝ}
    (hV : AtVoltage E V x) (hsum : ∑ i, y i = ∑ i, x i) (hne : y ≠ x) :
    blendEnergy E x < blendEnergy E y := by
  obtain ⟨k, hk⟩ := Function.ne_iff.mp hne
  have hlt : ∑ i, (E i (x i) + V * (y i - x i)) < ∑ i, E i (y i) := by
    apply Finset.sum_lt_sum
    · intro i _
      by_cases h : y i = x i
      · simp [h]
      · have h1 := tangent_lt (hE i) (hc i) h
        rw [hV i] at h1
        exact h1.le
    · refine ⟨k, Finset.mem_univ k, ?_⟩
      have h1 := tangent_lt (hE k) (hc k) hk
      rwa [hV k] at h1
  -- the linear terms cancel because the total charge is the same
  rw [Finset.sum_add_distrib, ← Finset.mul_sum, Finset.sum_sub_distrib, hsum, sub_self,
    mul_zero, add_zero] at hlt
  exact hlt

/-- For differentiable, strictly convex energies, a split of the charge `q` over a blend is optimal
exactly when all components have the same voltage, and at most one split is optimal. -/
theorem optimal_iff_equal_voltage {E : ι → ℝ → ℝ} (hE : ∀ i, Differentiable ℝ (E i))
    (hc : ∀ i, StrictConvexOn ℝ Set.univ (E i)) (q : ℝ) :
    (∀ x, IsOptimalSplit E q x ↔ ∑ i, x i = q ∧ ∃ V, AtVoltage E V x) ∧
      ∀ x y, IsOptimalSplit E q x → IsOptimalSplit E q y → x = y := by
  classical
  have key : ∀ x, IsOptimalSplit E q x → ∃ V, AtVoltage E V x := by
    intro x hx
    rcases isEmpty_or_nonempty ι with h | ⟨⟨j⟩⟩
    · exact ⟨0, fun i => isEmptyElim i⟩
    · refine ⟨deriv (E j) (x j), fun i => ?_⟩
      -- move charge from component `j` to component `i`
      have h := first_order_change_eq_zero hE hx
        (fun k => (if k = i then (1 : ℝ) else 0) - (if k = j then (1 : ℝ) else 0))
        (by simp [Finset.sum_sub_distrib])
      simp only [mul_sub, Finset.sum_sub_distrib, mul_ite, mul_one, mul_zero,
        Finset.sum_ite_eq', Finset.mem_univ, if_true] at h
      linarith
  refine ⟨fun x => ⟨fun hx => ⟨hx.1, key x hx⟩, ?_⟩, ?_⟩
  · rintro ⟨hq, V, hV⟩
    refine ⟨hq, fun y hy => ?_⟩
    by_cases h : y = x
    · rw [h]
    · exact (energy_lt_of_atVoltage hE hc hV (hy.trans hq.symm) h).le
  · intro x y hx hy
    by_contra h
    obtain ⟨V, hV⟩ := key x hx
    exact absurd (hy.2 x hx.1) (not_le_of_gt
      (energy_lt_of_atVoltage hE hc hV (hy.1.trans hx.1.symm) (Ne.symm h)))

/-- For two components with differentiable, strictly convex energies, the split `a`, `q - a`
minimises the energy exactly when the two voltages are equal, and at most one `a` does so. -/
theorem two_component_blend {f g : ℝ → ℝ} (hf : Differentiable ℝ f) (hg : Differentiable ℝ g)
    (hfc : StrictConvexOn ℝ Set.univ f) (hgc : StrictConvexOn ℝ Set.univ g) (q : ℝ) :
    (∀ a, (∀ b, f a + g (q - a) ≤ f b + g (q - b)) ↔ deriv f a = deriv g (q - a)) ∧
      ∀ a a', (∀ b, f a + g (q - a) ≤ f b + g (q - b)) →
        (∀ b, f a' + g (q - a') ≤ f b + g (q - b)) → a = a' := by
  have hopt : ∀ a, IsOptimalSplit ![f, g] q ![a, q - a] ↔
      ∀ b, f a + g (q - a) ≤ f b + g (q - b) := by
    intro a
    constructor
    · intro h b
      simpa [blendEnergy, Fin.sum_univ_two] using h.2 ![b, q - b] (by simp [Fin.sum_univ_two])
    · intro h
      refine ⟨by simp [Fin.sum_univ_two], fun y hy => ?_⟩
      have hy1 : y 1 = q - y 0 := by
        rw [Fin.sum_univ_two] at hy
        linarith
      simpa [blendEnergy, Fin.sum_univ_two, hy1] using h (y 0)
  obtain ⟨h1, h2⟩ := optimal_iff_equal_voltage (E := ![f, g])
    (Fin.forall_fin_two.mpr ⟨hf, hg⟩) (Fin.forall_fin_two.mpr ⟨hfc, hgc⟩) q
  refine ⟨fun a => ?_, fun a a' ha ha' => ?_⟩
  · rw [← hopt a, h1]
    constructor
    · rintro ⟨_, V, hV⟩
      exact (hV 0).trans (hV 1).symm
    · intro h
      exact ⟨by simp [Fin.sum_univ_two], deriv g (q - a), Fin.forall_fin_two.mpr ⟨h, rfl⟩⟩
  · exact congrFun (h2 _ _ ((hopt a).mpr ha) ((hopt a').mpr ha')) 0

/-- For differentiable, strictly convex energies, between optimal splits of a smaller and a larger
total charge, every component gains charge and rises in voltage. -/
theorem charging_raises_every_component {E : ι → ℝ → ℝ} (hE : ∀ i, Differentiable ℝ (E i))
    (hc : ∀ i, StrictConvexOn ℝ Set.univ (E i)) {q q' : ℝ} (hq : q < q') {x x' : ι → ℝ}
    (hx : IsOptimalSplit E q x) (hx' : IsOptimalSplit E q' x') (i : ι) :
    x i < x' i ∧ deriv (E i) (x i) < deriv (E i) (x' i) := by
  obtain ⟨_, V, hV⟩ := ((optimal_iff_equal_voltage hE hc q).1 x).mp hx
  obtain ⟨_, V', hV'⟩ := ((optimal_iff_equal_voltage hE hc q').1 x').mp hx'
  have hVV : V < V' := by
    by_contra h
    -- otherwise no component would have gained charge
    have hle : ∑ k, x' k ≤ ∑ k, x k := Finset.sum_le_sum fun k _ => by
      apply (voltage_strictMono (hE k) (hc k)).le_iff_le.mp
      rw [hV k, hV' k]
      exact not_lt.mp h
    rw [hx.1, hx'.1] at hle
    linarith
  have hlt : deriv (E i) (x i) < deriv (E i) (x' i) := by
    rw [hV i, hV' i]
    exact hVV
  exact ⟨(voltage_strictMono (hE i) (hc i)).lt_iff_lt.mp hlt, hlt⟩

/-- The energies `exp a` and `exp (-b)` are differentiable and strictly convex, yet their
blend has no optimal split at any total charge. -/
theorem no_optimal_split_example :
    (Differentiable ℝ Real.exp ∧ StrictConvexOn ℝ Set.univ Real.exp) ∧
    (Differentiable ℝ (fun b : ℝ => Real.exp (-b)) ∧
      StrictConvexOn ℝ Set.univ (fun b : ℝ => Real.exp (-b))) ∧
    ∀ q a : ℝ, ∃ b : ℝ,
      Real.exp b + Real.exp (-(q - b)) < Real.exp a + Real.exp (-(q - a)) := by
  refine ⟨⟨Real.differentiable_exp, strictConvexOn_exp⟩,
    ⟨Real.differentiable_exp.comp differentiable_neg, convex_univ, ?_⟩, fun q a => ⟨a - 1, ?_⟩⟩
  · intro x _ y _ hxy s t hs ht hst
    have h := strictConvexOn_exp.2 (Set.mem_univ (-x)) (Set.mem_univ (-y))
      (fun h => hxy (neg_injective h)) hs ht hst
    simp only [smul_eq_mul] at h ⊢
    have e : -(s * x + t * y) = s * -x + t * -y := by ring
    rw [e]
    exact h
  · exact add_lt_add (Real.exp_lt_exp.mpr (by linarith)) (Real.exp_lt_exp.mpr (by linarith))

end BlendedElectrode
```

```lean
#print axioms BlendedElectrode.optimal_iff_equal_voltage
#print axioms BlendedElectrode.two_component_blend
#print axioms BlendedElectrode.charging_raises_every_component
#print axioms BlendedElectrode.no_optimal_split_example
```

```
'BlendedElectrode.optimal_iff_equal_voltage' depends on axioms: [propext, Classical.choice, Quot.sound]
'BlendedElectrode.two_component_blend' depends on axioms: [propext, Classical.choice, Quot.sound]
'BlendedElectrode.charging_raises_every_component' depends on axioms: [propext, Classical.choice, Quot.sound]
'BlendedElectrode.no_optimal_split_example' depends on axioms: [propext, Classical.choice, Quot.sound]
```

## How the Lean proof follows the derivation

`tangent_lt` treats \(b<a\) and \(b>a\) separately with Mathlib's slope inequalities, and `voltage_strictMono` combines two tangent inequalities.

`first_order_change_eq_zero` differentiates \(\varphi\) by the chain rule and applies `IsLocalMin.hasDerivAt_eq_zero` through `hmin`. The main theorem feeds it a difference of two indicator functions, the unit transfer from `j` to `i`. An empty blend is handled separately, since any voltage then works vacuously.

`energy_lt_of_atVoltage` uses `Finset.sum_lt_sum`, which needs weak inequalities everywhere and one strict one; a component where `y` and `x` differ supplies it. The rewriting afterwards cancels the \(V\) term.

`two_component_blend` applies the general theorem to `![f, g]` and the split `![a, q - a]`. The charging theorem argues by contradiction, as above.
